# The linear Jahn–Teller coupling of a doublet under C3v is unique up to a real factor

A distortion of a triangular molecule is a vector $q=(q_0,q_1)$ in the real plane, with $x=q_0$ and $y=q_1$. It stands for the two components of a degenerate vibration. Two degenerate electronic states span a second real plane, and electronic operators are real $2\times2$ matrices $M$. Indices run over 0 and 1, as in Lean, where a distortion has type `Fin 2 → ℝ`.

```lean
import Mathlib

open Matrix

namespace TriangularJahnTeller

noncomputable section
```

The symmetry operations are generated by the rotation $c$ through 120° and the reflection $\sigma$.

```lean
/-- The rotation of the plane through 120 degrees. -/
def c3 : Matrix (Fin 2) (Fin 2) ℝ :=
  !![Real.cos (2 * Real.pi / 3), -Real.sin (2 * Real.pi / 3);
     Real.sin (2 * Real.pi / 3), Real.cos (2 * Real.pi / 3)]

/-- The reflection (x, y) ↦ (x, -y). -/
def sigmaV : Matrix (Fin 2) (Fin 2) ℝ := !![1, 0; 0, -1]
```

C3v is the set of all finite products of these two matrices, the empty product included.

```lean
/-- The point group C3v: all products of the rotation and the reflection. -/
def C3v : Submonoid (Matrix (Fin 2) (Fin 2) ℝ) := Submonoid.closure {c3, sigmaV}
```

The same matrix $g$ acts on distortions and on the electronic doublet, so a distortion becomes $gq$ and an operator becomes $gMg^T$. This fixes each orthonormal basis up to an overall sign. A coupling $W$ is a real linear map from distortions to matrices, written `→ₗ[ℝ]`. It is covariant if distorting the molecule by $gq$ has the same effect as transforming the operator $W(q)$. The matrices $W(q)$ are not assumed to be symmetric.

```lean
/-- A linear vibronic coupling is covariant if W(gq) = g W(q) gᵀ for every g in C3v. -/
def IsCovariant (W : (Fin 2 → ℝ) →ₗ[ℝ] Matrix (Fin 2) (Fin 2) ℝ) : Prop :=
  ∀ g ∈ C3v, ∀ q, W (g *ᵥ q) = g * W q * gᵀ
```

The candidate coupling is
$$J(q)=\begin{pmatrix}x&-y\\-y&-x\end{pmatrix}.$$

```lean
/-- The linear Jahn-Teller coupling (x, y) ↦ ((x, -y), (-y, -x)). -/
def jahnTeller : (Fin 2 → ℝ) →ₗ[ℝ] Matrix (Fin 2) (Fin 2) ℝ where
  toFun q := !![q 0, -q 1; -q 1, -q 0]
  map_add' p q := by
    ext i j
    fin_cases i <;> fin_cases j <;> simp <;> ring
  map_smul' a q := by
    ext i j
    fin_cases i <;> fin_cases j <;> simp
```

The vibronic Hamiltonian at a fixed distortion, with $\rho^2=x^2+y^2$, is
$$H(q)=\tfrac K2\rho^2\,\mathbb 1+W(q).$$
Energies are measured from the degenerate electronic level of the undistorted molecule. The force constant $K$ describes the harmonic restoring force, equal for both components of the vibration. Nuclear kinetic energy, quadratic coupling, spin–orbit coupling and further electronic states are left out.

```lean
/-- The vibronic Hamiltonian at distortion q: elastic energy with force constant K plus
the electronic coupling W(q). -/
def vibronic (K : ℝ) (W : (Fin 2 → ℝ) →ₗ[ℝ] Matrix (Fin 2) (Fin 2) ℝ) (q : Fin 2 → ℝ) :
    Matrix (Fin 2) (Fin 2) ℝ :=
  (K / 2 * (q 0 ^ 2 + q 1 ^ 2)) • (1 : Matrix (Fin 2) (Fin 2) ℝ) + W q
```

## (a) Matrix elements of the generators

Find the numerical entries of both generators:
$$c=\begin{pmatrix}-\frac12&-\frac{\sqrt3}2\\ \frac{\sqrt3}2&-\frac12\end{pmatrix},\qquad \sigma=\begin{pmatrix}1&0\\0&-1\end{pmatrix}.$$

Since $2\pi/3=\pi-\pi/3$, we have $\cos(2\pi/3)=-\cos(\pi/3)=-\frac12$ and $\sin(2\pi/3)=\sin(\pi/3)=\frac{\sqrt3}2$. The entries of $\sigma$ are read off its definition. The Lean proof uses the same supplementary angle.

```lean
/-- The numerical matrix elements of the rotation and of the reflection. -/
theorem generator_entries :
    (c3 0 0 = -1 / 2 ∧ c3 0 1 = -(√3 / 2) ∧ c3 1 0 = √3 / 2 ∧ c3 1 1 = -1 / 2) ∧
    (sigmaV 0 0 = 1 ∧ sigmaV 0 1 = 0 ∧ sigmaV 1 0 = 0 ∧ sigmaV 1 1 = -1) := by
  have e : 2 * Real.pi / 3 = Real.pi - Real.pi / 3 := by ring
  have hc : Real.cos (2 * Real.pi / 3) = -1 / 2 := by
    rw [e, Real.cos_pi_sub, Real.cos_pi_div_three]; norm_num
  have hs : Real.sin (2 * Real.pi / 3) = √3 / 2 := by
    rw [e, Real.sin_pi_sub, Real.sin_pi_div_three]
  exact ⟨⟨hc, congrArg Neg.neg hs, hs, hc⟩, rfl, rfl, rfl, rfl⟩
```

## (b) Components of a transformed distortion

Write out the matrix action on a distortion:
$$(gq)_i=g_{i0}q_0+g_{i1}q_1.$$

This is the sum over the column index, which takes two values. In Lean the action is `g *ᵥ q`.

```lean
/-- The components of a transformed distortion gq. -/
theorem mulVec_two (g : Matrix (Fin 2) (Fin 2) ℝ) (q : Fin 2 → ℝ) (i : Fin 2) :
    (g *ᵥ q) i = g i 0 * q 0 + g i 1 * q 1 := by
  simp only [Matrix.mulVec, dotProduct, Fin.sum_univ_two]
```

## (c) Matrix elements of a transformed operator

Do the same for an electronic operator:
$$(gMg^T)_{ij}=(g_{i0}M_{00}+g_{i1}M_{10})g_{j0}+(g_{i0}M_{01}+g_{i1}M_{11})g_{j1}.$$

The brackets are the entries $(gM)_{i0}$ and $(gM)_{i1}$. Multiplying by $g^T$ pairs them with $(g^T)_{0j}=g_{j0}$ and $(g^T)_{1j}=g_{j1}$.

```lean
/-- The matrix elements of a transformed electronic operator g M gᵀ. -/
theorem conj_two (g M : Matrix (Fin 2) (Fin 2) ℝ) (i j : Fin 2) :
    (g * M * gᵀ) i j = (g i 0 * M 0 0 + g i 1 * M 1 0) * g j 0
      + (g i 0 * M 0 1 + g i 1 * M 1 1) * g j 1 := by
  simp only [Matrix.mul_apply, Fin.sum_univ_two, Matrix.transpose_apply]
```

## (d) Relations between rotation and reflection

Show that
$$c^3=\mathbb 1,\qquad \sigma^2=\mathbb 1,\qquad \sigma c\sigma=c^2.$$

Squaring the rotation gives
$$c^2=\begin{pmatrix}-\frac12&\frac{\sqrt3}2\\-\frac{\sqrt3}2&-\frac12\end{pmatrix}.$$
Multiplying by $c$ once more gives diagonal entries $\frac14+\frac34=1$ and off-diagonal entries $\pm(\frac{\sqrt3}4-\frac{\sqrt3}4)=0$. Clearly $\sigma^2=\mathbb 1$. Conjugation by $\sigma$ reverses the signs of the off-diagonal entries of $c$, which yields $c^2$.

The inverses of the generators are therefore $c^2$ and $\sigma$, themselves products of generators, so the `Submonoid` in the definition is a group. Lean compares the matrices entry by entry, using $\sqrt3\cdot\sqrt3=3$.

```lean
/-- The rotation has order dividing three, the reflection squares to the identity, and
conjugation by the reflection turns the rotation into its square. -/
theorem group_relations :
    c3 ^ 3 = 1 ∧ sigmaV ^ 2 = 1 ∧ sigmaV * c3 * sigmaV = c3 ^ 2 := by
  have hr : √3 * √3 = (3 : ℝ) := Real.mul_self_sqrt (by norm_num)
  have hr3 : √3 * √3 * √3 = 3 * √3 := by rw [hr]
  have o00 : (1 : Matrix (Fin 2) (Fin 2) ℝ) 0 0 = 1 := by simp
  have o01 : (1 : Matrix (Fin 2) (Fin 2) ℝ) 0 1 = 0 := by simp
  have o10 : (1 : Matrix (Fin 2) (Fin 2) ℝ) 1 0 = 0 := by simp
  have o11 : (1 : Matrix (Fin 2) (Fin 2) ℝ) 1 1 = 1 := by simp
  refine ⟨?_, ?_, ?_⟩ <;> apply Matrix.ext <;>
    simp only [Fin.forall_fin_two, pow_succ, pow_zero, one_mul, Matrix.mul_apply,
      Fin.sum_univ_two, generator_entries, o00, o01, o10, o11] <;>
    refine ⟨⟨?_, ?_⟩, ?_, ?_⟩ <;> nlinarith [hr, hr3]
```

## (e) Covariance of the candidate

Show that for every $g$ in C3v and every $q$
$$J(gq)=g\,J(q)\,g^T.$$

For the rotation, (b) gives $x'=-\frac12x-\frac{\sqrt3}2y$ and $y'=\frac{\sqrt3}2x-\frac12y$. From (c),
$$\begin{aligned}
(cJc^T)_{00}&=\tfrac14x-\tfrac{\sqrt3}2y-\tfrac34x=x',\\
(cJc^T)_{01}&=-\tfrac{\sqrt3}2x+\tfrac34y-\tfrac14y=-y',\\
(cJc^T)_{11}&=\tfrac34x+\tfrac{\sqrt3}2y-\tfrac14x=-x'.
\end{aligned}$$
The 10 entry equals the 01 entry because $J$ is symmetric. For the reflection, $\sigma J\sigma^T$ has off-diagonal entries $+y$, as does $J(x,-y)$.

If the identity holds for $a$ and $b$, it holds for their product:
$$J(abq)=a\,J(bq)\,a^T=ab\,J(q)\,b^Ta^T=(ab)\,J(q)\,(ab)^T.$$

`Submonoid.closure_induction` follows this order: the case `mem` treats the generators, `one` the identity and `mul` the products.

```lean
/-- The linear Jahn-Teller coupling is covariant under C3v. -/
theorem jahnTeller_isCovariant : IsCovariant jahnTeller := by
  have hr : √3 * √3 = (3 : ℝ) := Real.mul_self_sqrt (by norm_num)
  have j00 : ∀ p, jahnTeller p 0 0 = p 0 := fun _ => rfl
  have j01 : ∀ p, jahnTeller p 0 1 = -p 1 := fun _ => rfl
  have j10 : ∀ p, jahnTeller p 1 0 = -p 1 := fun _ => rfl
  have j11 : ∀ p, jahnTeller p 1 1 = -p 0 := fun _ => rfl
  intro g hg
  unfold C3v at hg
  -- check the two generators, then pass to products
  induction hg using Submonoid.closure_induction with
  | mem g hg =>
    intro q
    simp only [Set.mem_insert_iff, Set.mem_singleton_iff] at hg
    rcases hg with rfl | rfl
    · apply Matrix.ext
      simp only [Fin.forall_fin_two, conj_two, j00, j01, j10, j11, mulVec_two,
        generator_entries]
      exact ⟨⟨by linear_combination (q 0 / 4) * hr, by linear_combination (-q 1 / 4) * hr⟩,
        by linear_combination (-q 1 / 4) * hr, by linear_combination (-q 0 / 4) * hr⟩
    · apply Matrix.ext
      simp only [Fin.forall_fin_two, conj_two, j00, j01, j10, j11, mulVec_two,
        generator_entries]
      exact ⟨⟨by ring, by ring⟩, by ring, by ring⟩
  | one => intro q; simp
  | mul a b _ _ ha hb =>
    intro q
    rw [← Matrix.mulVec_mulVec, ha, hb, Matrix.transpose_mul]
    simp only [Matrix.mul_assoc]
```

## (f) All covariant couplings

Show that a linear map $W$ is covariant if and only if, for some real $k$,
$$W=k\,J.$$

Let $e_0=(1,0)$, $e_1=(0,1)$, $A=W(e_0)$ and $B=W(e_1)$. Linearity gives $W(q)=q_0A+q_1B$.

The reflection leaves $e_0$ unchanged and reverses $e_1$, so $A=\sigma A\sigma^T$ and $-B=\sigma B\sigma^T$. Conjugation by $\sigma$ changes the sign of the off-diagonal entries only. Hence $A_{01}=A_{10}=0$ and $B_{00}=B_{11}=0$.

The rotation takes $e_0$ to $-\frac12e_0+\frac{\sqrt3}2e_1$, so
$$-\tfrac12A+\tfrac{\sqrt3}2B=cAc^T.$$
The 00 entry reads $-\frac12A_{00}=\frac14A_{00}+\frac34A_{11}$, which gives $A_{11}=-A_{00}$. The 01 entry then reads
$$\tfrac{\sqrt3}2B_{01}=-\tfrac{\sqrt3}4A_{00}+\tfrac{\sqrt3}4A_{11}=-\tfrac{\sqrt3}2A_{00},$$
so $B_{01}=-A_{00}$. The 10 entry gives $B_{10}=-A_{00}$ in the same way. With $k=A_{00}$ this is $W=kJ$, and the symmetry of $W(q)$ has come out as a result. Conversely, a multiple of $J$ is covariant by (e), since both sides scale with $k$.

In the code `hW` is the expansion in unit distortions, `S` and `T` are the two reflection equations, and `C` is the rotation equation. The facts `a01` to `b10` are the entries found above.

For a doublet and one degenerate pair of vibrations that both transform under C3v as above, an electronic-structure calculation thus has a single real linear coupling constant to determine. Along $x$ the coupling is diagonal: at the symmetric geometry the energy of the first electronic basis state has slope $k$, and that of the second has slope $-k$. The constant $k$ may be zero: symmetry permits this coupling but does not fix its strength. The Jahn–Teller theorem concerns a different question, namely which degenerate states of nonlinear molecules have a symmetry-allowed linear coupling that splits them.

```lean
/-- A linear map from the plane to real 2 by 2 matrices is covariant under C3v exactly when
it is a scalar multiple of the linear Jahn-Teller coupling. -/
theorem isCovariant_iff (W : (Fin 2 → ℝ) →ₗ[ℝ] Matrix (Fin 2) (Fin 2) ℝ) :
    IsCovariant W ↔ ∃ k : ℝ, W = k • jahnTeller := by
  constructor
  · intro h
    have hc := h c3 (Submonoid.subset_closure (by simp))
    have hs := h sigmaV (Submonoid.subset_closure (by simp))
    have hr : √3 * √3 = (3 : ℝ) := Real.mul_self_sqrt (by norm_num)
    -- W is fixed by its values on the two unit distortions
    have hW : ∀ q i j, W q i j = q 0 * W ![1, 0] i j + q 1 * W ![0, 1] i j := by
      intro q i j
      have e : q = q 0 • (![1, 0] : Fin 2 → ℝ) + q 1 • (![0, 1] : Fin 2 → ℝ) := by
        ext i; fin_cases i <;> simp
      have e' := congrArg W e
      rw [map_add, map_smul, map_smul] at e'
      exact congrFun (congrFun e' i) j
    have S (i j : Fin 2) : 1 * W ![1, 0] i j + 0 * W ![0, 1] i j
        = (sigmaV * W ![1, 0] * sigmaVᵀ) i j := by
      rw [← hs, hW (sigmaV *ᵥ ![1, 0]), mulVec_two, mulVec_two]
      simp [generator_entries]
    have T (i j : Fin 2) : 0 * W ![1, 0] i j + (-1) * W ![0, 1] i j
        = (sigmaV * W ![0, 1] * sigmaVᵀ) i j := by
      rw [← hs, hW (sigmaV *ᵥ ![0, 1]), mulVec_two, mulVec_two]
      simp [generator_entries]
    have C (i j : Fin 2) : (-1 / 2) * W ![1, 0] i j + (√3 / 2) * W ![0, 1] i j
        = (c3 * W ![1, 0] * c3ᵀ) i j := by
      rw [← hc, hW (c3 *ᵥ ![1, 0]), mulVec_two, mulVec_two]
      simp [generator_entries]
    simp only [conj_two] at S T C
    -- the reflection removes half of the matrix elements
    have a01 : W ![1, 0] 0 1 = 0 := by
      have := S 0 1; simp only [generator_entries] at this; linarith
    have a10 : W ![1, 0] 1 0 = 0 := by
      have := S 1 0; simp only [generator_entries] at this; linarith
    have b00 : W ![0, 1] 0 0 = 0 := by
      have := T 0 0; simp only [generator_entries] at this; linarith
    have b11 : W ![0, 1] 1 1 = 0 := by
      have := T 1 1; simp only [generator_entries] at this; linarith
    -- the rotation ties the remaining ones together
    have a11 : W ![1, 0] 1 1 = -W ![1, 0] 0 0 := by
      have h := C 0 0
      simp only [generator_entries, a01, a10, b00] at h
      linear_combination (-4 / 3) * h - (W ![1, 0] 1 1 / 3) * hr
    have b01 : W ![0, 1] 0 1 = -W ![1, 0] 0 0 := by
      have h := C 0 1
      simp only [generator_entries, a01, a10, a11] at h
      linear_combination (2 * √3 / 3) * h
        - ((W ![1, 0] 0 0 + W ![0, 1] 0 1) / 3) * hr
    have b10 : W ![0, 1] 1 0 = -W ![1, 0] 0 0 := by
      have h := C 1 0
      simp only [generator_entries, a01, a10, a11] at h
      linear_combination (2 * √3 / 3) * h
        - ((W ![1, 0] 0 0 + W ![0, 1] 1 0) / 3) * hr
    refine ⟨W ![1, 0] 0 0, LinearMap.ext fun q => Matrix.ext ?_⟩
    rw [Fin.forall_fin_two, Fin.forall_fin_two, Fin.forall_fin_two]
    refine ⟨⟨?_, ?_⟩, ?_, ?_⟩
    · change _ = W ![1, 0] 0 0 * q 0
      rw [hW q, b00]; ring
    · change _ = W ![1, 0] 0 0 * -q 1
      rw [hW q, a01, b01]; ring
    · change _ = W ![1, 0] 0 0 * -q 1
      rw [hW q, a10, b10]; ring
    · change _ = W ![1, 0] 0 0 * -q 0
      rw [hW q, a11, b11]; ring
  · rintro ⟨k, rfl⟩ g hg q
    simp only [LinearMap.smul_apply, jahnTeller_isCovariant g hg q, Matrix.mul_smul,
      Matrix.smul_mul]
```

## (g) Secular equation

For $W=kJ$, show that a real $E$ satisfies $\det(H(q)-E\,\mathbb 1)=0$ if and only if
$$\left(E-\tfrac K2\rho^2\right)^2=k^2\rho^2.$$

Put $d=\frac K2\rho^2-E$. Then
$$\det\begin{pmatrix}d+kx&-ky\\-ky&d-kx\end{pmatrix}=d^2-k^2x^2-k^2y^2=d^2-k^2\rho^2.$$
The two energies are $\frac K2\rho^2\pm|k|\rho$, which depend on the size of the distortion and not on its direction. Lean expands the same determinant with `Matrix.det_fin_two`.

```lean
/-- The secular equation of the vibronic Hamiltonian with coupling constant k. -/
theorem secular_iff (K k E : ℝ) (q : Fin 2 → ℝ) :
    (vibronic K (k • jahnTeller) q - E • (1 : Matrix (Fin 2) (Fin 2) ℝ)).det = 0 ↔
      (E - K / 2 * (q 0 ^ 2 + q 1 ^ 2)) ^ 2 = k ^ 2 * (q 0 ^ 2 + q 1 ^ 2) := by
  have h : (vibronic K (k • jahnTeller) q - E • (1 : Matrix (Fin 2) (Fin 2) ℝ)).det
      = (E - K / 2 * (q 0 ^ 2 + q 1 ^ 2)) ^ 2 - k ^ 2 * (q 0 ^ 2 + q 1 ^ 2) := by
    rw [Matrix.det_fin_two]
    simp [vibronic, jahnTeller]
    ring
  rw [h, sub_eq_zero]
```

## (h) Stabilisation energy

Let $K>0$, so that the molecule without coupling is stable against the distortion. Show that the lowest energy over all distortions is attained and equals
$$E_{\min}=-\frac{k^2}{2K}.$$

Write $m=k^2/(2K)$ and $t=\frac K2\rho^2$, both non-negative. The secular equation becomes $(E-t)^2=4mt$.

At $q=(k/K,0)$ we have $t=m$, and $E=-m$ solves the equation because $(-2m)^2=4m^2$. The energy is therefore attained.

Suppose now that some solution had $E<-m$. Then $t-E>t+m\ge0$, and
$$(E-t)^2>(t+m)^2=4mt+(t-m)^2\ge4mt,$$
a contradiction.

As a numerical instance take $K=2$ and $k=4$ in arbitrary consistent units. The distortion $(2,0)$ costs the elastic energy $4$, and the coupling adds $\mathrm{diag}(8,-8)$, so the energies are $12$ and $-4=-16/4$. The rotated distortion $(-1,\sqrt3)$ gives
$$H=\begin{pmatrix}0&-4\sqrt3\\-4\sqrt3&8\end{pmatrix},$$
with trace $8$ and determinant $-48$, hence the same two energies.

`IsLeast` states that the value belongs to the set of energies and is a lower bound for it. The first bullet of the proof inserts the distortion $(k/K,0)$. In the second, `hp` is the strict inequality $(t-E)^2>(t+m)^2$ in factored form, and `nlinarith` combines it with $(t-m)^2\ge0$.

```lean
/-- For a positive force constant K, the lowest energy over all distortions
is -k²/(2K), and it is attained. -/
theorem stabilisation_energy (K k : ℝ) (hK : 0 < K) :
    IsLeast {E : ℝ | ∃ q : Fin 2 → ℝ,
      (vibronic K (k • jahnTeller) q - E • (1 : Matrix (Fin 2) (Fin 2) ℝ)).det = 0}
      (-(k ^ 2 / (2 * K))) := by
  constructor
  · refine ⟨![k / K, 0], (secular_iff _ _ _ _).2 ?_⟩
    change (-(k ^ 2 / (2 * K)) - K / 2 * ((k / K) ^ 2 + 0 ^ 2)) ^ 2
      = k ^ 2 * ((k / K) ^ 2 + 0 ^ 2)
    field_simp
    ring
  · rintro E ⟨q, hq⟩
    rw [secular_iff] at hq
    by_contra hlt
    have hlt' := not_le.1 hlt
    obtain ⟨m, hm⟩ : ∃ m, m = k ^ 2 / (2 * K) := ⟨_, rfl⟩
    obtain ⟨t, ht⟩ : ∃ t, t = K / 2 * (q 0 ^ 2 + q 1 ^ 2) := ⟨_, rfl⟩
    have hm0 : 0 ≤ m := by rw [hm]; positivity
    have ht0 : 0 ≤ t := by rw [ht]; positivity
    have hk : k ^ 2 = 2 * K * m := by rw [hm]; field_simp
    rw [← hm] at hlt'
    have h4 : (E - t) ^ 2 = 4 * m * t := by
      rw [← ht, hk] at hq
      rw [hq, ht]; ring
    -- the arithmetic-geometric inequality (t + m)² ≥ 4mt excludes lower energies
    have hp : 0 < (-E - m) * (2 * t + m - E) := mul_pos (by linarith) (by linarith)
    nlinarith [sq_nonneg (t - m)]

end

end TriangularJahnTeller
```

```lean
#print axioms TriangularJahnTeller.group_relations
#print axioms TriangularJahnTeller.jahnTeller_isCovariant
#print axioms TriangularJahnTeller.isCovariant_iff
#print axioms TriangularJahnTeller.stabilisation_energy
```

```
'TriangularJahnTeller.group_relations' depends on axioms: [propext, Classical.choice, Quot.sound]
'TriangularJahnTeller.jahnTeller_isCovariant' depends on axioms: [propext, Classical.choice, Quot.sound]
'TriangularJahnTeller.isCovariant_iff' depends on axioms: [propext, Classical.choice, Quot.sound]
'TriangularJahnTeller.stabilisation_energy' depends on axioms: [propext, Classical.choice, Quot.sound]
```
